# The Matsubara expansion of the Fermi function converges at every real energy

## Reduced energy and dimensionless frequencies

For non-interacting fermions, a single-particle state of energy $\varepsilon$, in equilibrium with a reservoir at temperature $T$ and chemical potential $\mu$, has the mean occupation

$$f(x)=\frac{1}{1+e^{x}},\qquad x=\frac{\varepsilon-\mu}{k_BT},$$

where $k_B$ is Boltzmann's constant and $x$ is the reduced energy. The problem is to replace the exponential by a sum of rational functions of $x$ that reproduces the occupation exactly:

$$\frac{1}{1+e^{x}}=\frac12-\sum_{n=0}^{\infty}\frac{2x}{x^2+(2n+1)^2\pi^2}\qquad\text{for every real }x.$$

The derivation runs through complex energies $z$, because the rational terms come from the poles of $f$, and these lie on the imaginary axis.

```lean
import Mathlib

open Filter Topology
open scoped Real

namespace MatsubaraExpansion

noncomputable section
```

The numbers in the denominators are

$$\nu_n=(2n+1)\pi,\qquad n=0,1,2,\dots$$

Textbooks usually give the fermionic Matsubara frequency as $\omega_n=(2n+1)\pi k_BT/\hbar$. Here `matsubara n` is the dimensionless ratio $\nu_n=\hbar\omega_n/(k_BT)$. Only non-negative $n$ occur, so each $\nu_n$ is positive and stands for the pair $\pm\nu_n$.

```lean
/-- The fermionic Matsubara frequency `(2n+1)π`, in units of `k_B T / ħ`. -/
def matsubara (n : ℕ) : ℝ := (2 * n + 1) * π
```

The Fermi function is defined for a complex argument. The theorems that use it at complex $z$ assume $1+e^z\neq0$, which means that $z$ is not a pole.

```lean
/-- The Fermi function of a complex reduced energy `z`, on the domain `1 + exp z ≠ 0`. -/
def fermi (z : ℂ) : ℂ := 1 / (1 + Complex.exp z)
```

## The poles lie at $\pm i\nu_n$

The denominator vanishes when $e^z=-1=e^{i\pi}$. Two exponentials agree exactly when their arguments differ by an integer multiple of $2\pi i$, so

$$z=i\pi+2\pi i\,m=(2m+1)\pi i,\qquad m\in\mathbb Z.$$

If $m\ge0$, this is $z=i\nu_m$. If $m<0$, put $k=-m-1\ge0$; then $z=-(2k+1)\pi i=-i\nu_k$. In both cases $z^2+\nu_k^2=0$ for some natural $k$.

Conversely, $z^2+\nu_n^2=(z-i\nu_n)(z+i\nu_n)$. If this is zero, then $z=\pm i\nu_n$, and $e^{\pm i\nu_n}=-1$ because $\nu_n$ is an odd multiple of $\pi$.

The theorem `pole_iff` states this equivalence. Its proof splits on the sign of $m$ in the first direction and on the two factors in the second. The `linear_combination` steps do the algebra, with $i^2=-1$ where it is needed.

```lean
/-- The denominator of the Fermi function vanishes exactly at the points `z` with
`z² = -ν²` for some Matsubara frequency `ν`. -/
theorem pole_iff {z : ℂ} :
    1 + Complex.exp z = 0 ↔ ∃ n : ℕ, z ^ 2 + (matsubara n : ℂ) ^ 2 = 0 := by
  constructor
  · intro h
    have h1 : Complex.exp z = Complex.exp (π * Complex.I) := by
      rw [Complex.exp_pi_mul_I]
      linear_combination h
    obtain ⟨m, hm⟩ := Complex.exp_eq_exp_iff_exists_int.1 h1
    -- poles in the upper and in the lower half plane
    rcases lt_or_ge m 0 with hm0 | hm0
    · obtain ⟨k, hk⟩ := Int.eq_ofNat_of_zero_le (show 0 ≤ -m - 1 by omega)
      obtain rfl : m = -(k : ℤ) - 1 := by omega
      refine ⟨k, ?_⟩
      rw [hm]
      simp only [matsubara]
      push_cast
      linear_combination ((2 * (k : ℂ) + 1) * π) ^ 2 * Complex.I_sq
    · obtain ⟨k, rfl⟩ := Int.eq_ofNat_of_zero_le hm0
      refine ⟨k, ?_⟩
      rw [hm]
      simp only [matsubara]
      push_cast
      linear_combination ((2 * (k : ℂ) + 1) * π) ^ 2 * Complex.I_sq
  · rintro ⟨n, hn⟩
    have hν : Complex.exp (matsubara n * Complex.I) = -1 := by
      have e : (matsubara n : ℂ) * Complex.I
          = ((n : ℤ) : ℂ) * (2 * π * Complex.I) + π * Complex.I := by
        simp only [matsubara]
        push_cast
        ring
      rw [e, Complex.exp_add, Complex.exp_int_mul_two_pi_mul_I, Complex.exp_pi_mul_I, one_mul]
    have hf : (z - matsubara n * Complex.I) * (z + matsubara n * Complex.I) = 0 := by
      linear_combination hn - (matsubara n : ℂ) ^ 2 * Complex.I_sq
    rcases mul_eq_zero.1 hf with h | h
    · rw [sub_eq_zero.1 h, hν]
      norm_num
    · rw [eq_neg_of_add_eq_zero_left h, Complex.exp_neg, hν]
      norm_num
```

## One term is a pair of simple poles

For real $\nu$ and $z^2+\nu^2\neq0$, a common denominator gives

$$\frac{1}{z-i\nu}+\frac{1}{z+i\nu}=\frac{(z+i\nu)+(z-i\nu)}{(z-i\nu)(z+i\nu)}=\frac{2z}{z^2+\nu^2}.$$

Each term of the expansion therefore collects the contributions of two conjugate poles. In `pole_pair` the letter `ν` is any real number, not only a Matsubara frequency. The proof factorises the denominator and adds the fractions.

```lean
/-- For real `ν` and `z² + ν² ≠ 0`, the fraction `2z/(z² + ν²)` is the sum of the two pole terms
`1/(z - iν)` and `1/(z + iν)`. -/
theorem pole_pair {z : ℂ} {ν : ℝ} (h : z ^ 2 + (ν : ℂ) ^ 2 ≠ 0) :
    2 * z / (z ^ 2 + (ν : ℂ) ^ 2)
      = 1 / (z - ν * Complex.I) + 1 / (z + ν * Complex.I) := by
  have hf : z ^ 2 + (ν : ℂ) ^ 2 = (z - ν * Complex.I) * (z + ν * Complex.I) := by
    linear_combination (ν : ℂ) ^ 2 * Complex.I_sq
  rw [hf] at h ⊢
  rw [div_add_div _ _ (left_ne_zero_of_mul h) (right_ne_zero_of_mul h)]
  congr 1
  ring
```

## Summing the pairs with the cotangent series

Let $z$ be complex with $1+e^z\neq0$. The claim is

$$\sum_{n=0}^\infty\frac{2z}{z^2+\nu_n^2}=\frac12-\frac1{1+e^z}.$$

**Absolute convergence.** For $n\ge|z|$, the triangle inequality and $\pi^2\ge9$ give

$$|z^2+\nu_n^2|\ge\nu_n^2-|z|^2\ge 9(2n+1)^2-n^2\ge(n+1)^2.$$

Such a term is at most $2|z|/(n+1)^2$ in modulus, and the inverse squares have a finite sum. The finitely many earlier terms do not affect convergence. This is `hsum` in the proof below.

**Shift by half a period.** Define $u$ by $z=2\pi i\,u-\pi i$. The poles of $f$ now sit at integer $u$, so the assumption on $z$ says that $u$ is not an integer (`hint`). The two factors become

$$z-i\nu_n=2\pi i\,(u-n-1),\qquad z+i\nu_n=2\pi i\,(u+n).$$

Write $c_n(u)=\dfrac1{u-(n+1)}+\dfrac1{u+(n+1)}$, which is Mathlib's `cotTerm u n`. The pole pair then reads (`hterm`)

$$\frac{2z}{z^2+\nu_n^2}=\frac1{2\pi i}\left[c_n(u)+\frac1{u+n}-\frac1{u+n+1}\right].$$

**Partial sums.** The last two fractions telescope, so the sum of the first $N$ terms is (`heq`)

$$\frac1{2\pi i}\left[\sum_{n=0}^{N-1}c_n(u)+\frac1u-\frac1{u+N}\right].$$

Taking the logarithmic derivative of Euler's product $\sin\pi u=\pi u\prod_{k\ge1}(1-u^2/k^2)$ gives the cotangent series

$$\sum_{n=0}^\infty c_n(u)=\pi\cot\pi u-\frac1u .$$

The proof takes this limit from Mathlib (`hcot`). Since $1/(u+N)\to0$ (`hlim`), the terms $1/u$ cancel and the partial sums tend to $\cot(\pi u)/(2i)$.

**Back to the Fermi function.** From $2\pi i\,u=z+\pi i$ we have $e^{2\pi i u}=-e^z$ (`he`). Writing the cotangent in exponentials,

$$\cot\pi u=\frac{e^{2\pi iu}+1}{i\,(1-e^{2\pi iu})}=\frac{1-e^z}{i\,(1+e^z)},$$

and therefore (`hfin`)

$$\frac{\cot\pi u}{2i}=-\frac{1-e^z}{2(1+e^z)}=\frac12-\frac1{1+e^z}.$$

In the theorem, `HasSum` means convergence to the stated value irrespective of the order of the terms. That is stronger than convergence of the partial sums in their natural order. Absolute convergence supplies the existence of such a sum, and `tendsto_nhds_unique` identifies its value with the limit just computed.

```lean
/-- The Matsubara series converges when 1 + exp z ≠ 0, and its sum is one half minus the
Fermi function. -/
theorem fermi_hasSum {z : ℂ} (h : 1 + Complex.exp z ≠ 0) :
    HasSum (fun n : ℕ => 2 * z / (z ^ 2 + (matsubara n : ℂ) ^ 2)) (1 / 2 - fermi z) := by
  -- absolute convergence, by comparison with the inverse squares
  have hsum : Summable (fun n : ℕ => 2 * z / (z ^ 2 + (matsubara n : ℂ) ^ 2)) := by
    have hg : Summable (fun n : ℕ => 2 * ‖z‖ * (1 / ((n : ℝ) + 1) ^ 2)) := by
      have h := (summable_nat_add_iff 1).2 (Real.summable_one_div_nat_pow.2 one_lt_two)
      refine Summable.mul_left _ ?_
      simpa using h
    refine Summable.of_norm_bounded_eventually_nat hg ?_
    filter_upwards [eventually_ge_atTop ⌈‖z‖⌉₊] with n hn
    have hzn : ‖z‖ ≤ n := Nat.ceil_le.1 hn
    have hn0 : (0 : ℝ) ≤ n := Nat.cast_nonneg n
    have hπ : (9 : ℝ) ≤ π ^ 2 := by nlinarith [Real.pi_gt_three]
    have hν : 9 * (2 * (n : ℝ) + 1) ^ 2 ≤ matsubara n ^ 2 := by
      unfold matsubara
      nlinarith [mul_le_mul_of_nonneg_left hπ (sq_nonneg (2 * (n : ℝ) + 1))]
    have hden : ((n : ℝ) + 1) ^ 2 ≤ ‖z ^ 2 + (matsubara n : ℂ) ^ 2‖ := by
      have h1 := norm_sub_le (z ^ 2 + (matsubara n : ℂ) ^ 2) (z ^ 2)
      rw [add_sub_cancel_left, norm_pow, norm_pow, Complex.norm_real, Real.norm_eq_abs,
        sq_abs] at h1
      nlinarith [pow_le_pow_left₀ (norm_nonneg z) hzn 2]
    calc ‖2 * z / (z ^ 2 + (matsubara n : ℂ) ^ 2)‖
        = 2 * ‖z‖ / ‖z ^ 2 + (matsubara n : ℂ) ^ 2‖ := by
          rw [norm_div, norm_mul, Complex.norm_two]
      _ ≤ 2 * ‖z‖ / ((n : ℝ) + 1) ^ 2 := by gcongr
      _ = 2 * ‖z‖ * (1 / ((n : ℝ) + 1) ^ 2) := by ring
  -- shift by half a period, so that the poles sit at the integers
  obtain ⟨u, hu⟩ : ∃ u : ℂ, z = 2 * π * Complex.I * u - π * Complex.I :=
    ⟨(2 * π * Complex.I)⁻¹ * (z + π * Complex.I), by
      rw [mul_inv_cancel_left₀ Complex.two_pi_I_ne_zero]; ring⟩
  have hint : ¬ ∃ m : ℤ, (m : ℂ) = u := by
    rintro ⟨m, hm⟩
    apply h
    rw [hu, ← hm, show 2 * π * Complex.I * (m : ℂ) - π * Complex.I
      = m * (2 * π * Complex.I) - π * Complex.I by ring, Complex.exp_sub,
      Complex.exp_int_mul_two_pi_mul_I, Complex.exp_pi_mul_I]
    norm_num
  have hcot := tendsto_logDeriv_euler_cot_sub (x := u) hint
  have hterm : ∀ n : ℕ, 2 * z / (z ^ 2 + (matsubara n : ℂ) ^ 2) = (2 * π * Complex.I)⁻¹ *
      (cotTerm u n + (1 / (u + (n : ℂ)) - 1 / (u + ((n + 1 : ℕ) : ℂ)))) := by
    intro n
    rw [pole_pair (fun h0 => h (pole_iff.2 ⟨n, h0⟩)),
      show z - matsubara n * Complex.I = 2 * π * Complex.I * (u - (n + 1)) by
        rw [hu]; simp only [matsubara]; push_cast; ring,
      show z + matsubara n * Complex.I = 2 * π * Complex.I * (u + n) by
        rw [hu]; simp only [matsubara]; push_cast; ring]
    simp only [cotTerm, one_div, mul_inv]
    push_cast
    ring
  have hlim : Tendsto (fun N : ℕ => 1 / (u + (N : ℂ))) atTop (𝓝 0) := by
    rw [tendsto_zero_iff_norm_tendsto_zero]
    simp only [one_div, norm_inv]
    refine tendsto_inv_atTop_zero.comp (tendsto_atTop_mono (fun N : ℕ => ?_)
      (tendsto_atTop_add_const_right atTop (-‖u‖) tendsto_natCast_atTop_atTop))
    have h1 := norm_sub_le (u + (N : ℂ)) u
    rw [add_sub_cancel_left, Complex.norm_natCast] at h1
    linarith
  -- the partial sums are those of the cotangent series plus a telescoping sum
  have hpart := (hcot.add (hlim.const_sub (1 / u))).const_mul (2 * π * Complex.I)⁻¹
  have heq : ∀ N : ℕ, ∑ n ∈ Finset.range N, 2 * z / (z ^ 2 + (matsubara n : ℂ) ^ 2)
      = (2 * π * Complex.I)⁻¹ *
        (∑ n ∈ Finset.range N, cotTerm u n + (1 / u - 1 / (u + (N : ℂ)))) := by
    intro N
    rw [Finset.sum_congr rfl (fun n _ => hterm n), ← Finset.mul_sum, Finset.sum_add_distrib,
      Finset.sum_range_sub' (fun n : ℕ => 1 / (u + (n : ℂ))), Nat.cast_zero, add_zero]
  have hval := tendsto_nhds_unique hsum.hasSum.tendsto_sum_nat
    (hpart.congr fun N => (heq N).symm)
  have he : Complex.exp (2 * Complex.I * (π * u)) = -Complex.exp z := by
    rw [show 2 * Complex.I * (π * u) = z + π * Complex.I by rw [hu]; ring,
      Complex.exp_add, Complex.exp_pi_mul_I]
    ring
  have hfin : (2 * π * Complex.I)⁻¹ * (π * Complex.cot (π * u) - 1 / u + (1 / u - 0))
      = 1 / 2 - fermi z := by
    have hπ : (π : ℂ) ≠ 0 := Complex.ofReal_ne_zero.2 Real.pi_ne_zero
    rw [sub_zero, sub_add_cancel, Complex.cot_eq_exp_ratio, he, sub_neg_eq_add, fermi]
    calc (2 * π * Complex.I)⁻¹ *
          (π * ((-Complex.exp z + 1) / (Complex.I * (1 + Complex.exp z))))
        = ((π : ℂ) * (π : ℂ)⁻¹) * (Complex.I * Complex.I)⁻¹ *
          ((1 - Complex.exp z) * (1 + Complex.exp z)⁻¹ / 2) := by
          simp only [div_eq_mul_inv, mul_inv]
          ring
      _ = 1 / 2 - 1 / (1 + Complex.exp z) := by
          rw [mul_inv_cancel₀ hπ, Complex.I_mul_I, inv_neg, inv_one]
          linear_combination (1 / 2 : ℂ) * mul_inv_cancel₀ h
  rw [← hfin, ← hval]
  exact hsum.hasSum
```

## Real energies avoid every pole

For real $x$ we have $e^x>0$, hence $1+e^x>1$, and the condition on $z$ holds automatically. The lemma states this for the complex exponential at a real argument, which is the form that the complex theorem needs.

```lean
/-- The denominator of the Fermi function does not vanish at a real energy. -/
theorem one_add_exp_ne_zero (x : ℝ) : 1 + Complex.exp (x : ℂ) ≠ 0 := by
  have h : 1 + Real.exp x ≠ 0 := by positivity
  rw [← Complex.ofReal_exp]
  exact_mod_cast h
```

## The expansion at real energy

Setting $z=x$ and using $\nu_n^2=(2n+1)^2\pi^2$ gives

$$\sum_{n=0}^\infty\frac{2x}{x^2+(2n+1)^2\pi^2}=\frac12-\frac1{1+e^x},$$

and rearranging gives the expansion of the occupation. At $x=0$ every term vanishes and the occupation is $1/2$, as it should be for a level at the chemical potential.

The theorem `fermi_expansion` takes any real `x`, with no further hypothesis, and has two parts. The first, `Summable`, says that the series converges. The second is the equation for $1/(1+e^x)$, in which `∑'` denotes the infinite sum. The first part gives the second its meaning, since Lean assigns the value zero to `∑'` when a family has no sum. Everything in the statement is real: the proof identifies each real term and the real limit with their complex versions, applies `fermi_hasSum`, and returns to the real numbers through `Complex.hasSum_ofReal`.

```lean
/-- Matsubara expansion: at every real reduced energy the series converges, and the Fermi
function equals one half minus its sum. -/
theorem fermi_expansion (x : ℝ) :
    Summable (fun n : ℕ => 2 * x / (x ^ 2 + (2 * (n : ℝ) + 1) ^ 2 * π ^ 2)) ∧
    1 / (1 + Real.exp x)
      = 1 / 2 - ∑' n : ℕ, 2 * x / (x ^ 2 + (2 * (n : ℝ) + 1) ^ 2 * π ^ 2) := by
  have hs : HasSum (fun n : ℕ => 2 * x / (x ^ 2 + (2 * (n : ℝ) + 1) ^ 2 * π ^ 2))
      (1 / 2 - 1 / (1 + Real.exp x)) := by
    refine Complex.hasSum_ofReal.1 ?_
    have e : ∀ n : ℕ, ((2 * x / (x ^ 2 + (2 * (n : ℝ) + 1) ^ 2 * π ^ 2) : ℝ) : ℂ)
        = 2 * (x : ℂ) / ((x : ℂ) ^ 2 + (matsubara n : ℂ) ^ 2) := by
      intro n
      simp only [matsubara]
      push_cast
      rw [mul_pow]
    have e' : ((1 / 2 - 1 / (1 + Real.exp x) : ℝ) : ℂ) = 1 / 2 - fermi x := by
      simp only [fermi]
      push_cast
      rfl
    rw [funext e, e']
    exact fermi_hasSum (one_add_exp_ne_zero x)
  exact ⟨hs.summable, by rw [hs.tsum_eq]; ring⟩

end

end MatsubaraExpansion
```

```lean
#print axioms MatsubaraExpansion.fermi_expansion
```

```
'MatsubaraExpansion.fermi_expansion' depends on axioms: [propext, Classical.choice, Quot.sound]
```

## From one level to a density matrix

For non-interacting electrons in equilibrium with a reservoir, let the finite Hermitian matrix $H$ represent the one-particle Hamiltonian in an orthonormal basis. The one-particle density matrix is then the Fermi function of $(H-\mu)/(k_BT)$, and the scalar expansion applies at each eigenvalue of $(H-\mu)/(k_BT)$. Applied to the matrix, the expansion trades the matrix exponential for inverses of Hamiltonians with complex shifts. Pole expansions in electronic-structure codes rest on the same idea, but commonly use other poles, chosen to converge faster. The step from eigenvalues to the matrix, by diagonalising $H$ and transforming back, is an additional argument that the Lean theorems leave to the reader.

The equality concerns the infinite series, whereas a computation keeps a finite number $N$ of terms. At fixed $x\neq0$, comparing the tail with an integral shows that the omitted part behaves as $x/(2\pi^2N)$ for large $N$. The plain Matsubara sum therefore converges slowly, and levels far from the chemical potential on the scale of $k_BT$ need many terms.
